# Rescaling one of two positive proatoms on a finite grid gives every Hirshfeld population strictly between zero and the electron total

Take a single grid point that holds \(\rho>0\) electrons. Atom A has proatom density \(a>0\) there, and its neighbour has \(b>0\). Hirshfeld's stockholder rule gives A the share \(a/(a+b)\). If \(a=b\), A receives \(\rho/2\). If the proatom of A is tripled, A receives \(3\rho/4\), although the molecular density has not changed. A scale factor \(c>0\) gives \(\rho\,ca/(ca+b)\), which tends to \(0\) for small \(c\) and to \(\rho\) for large \(c\). On a larger grid the ratio \(a/b\) can vary from point to point, and the problems below treat the sum.

## Densities, weights and charges

```lean
import Mathlib

open Finset

namespace HirshfeldProatomScaling

noncomputable section
```

The grid is a finite type `ι` with points \(i\). The weight of A is \(w_i=a_i/(a_i+b_i)\), where \(b\) may be the sum of all other proatoms.

```lean
/-- The stockholder weight `a / (a + b)` of an atom with proatom density `a` beside the
remaining proatom density `b`, at grid points where `a + b` is not zero. -/
def stockholderWeight {ι : Type*} (a b : ι → ℝ) (i : ι) : ℝ := a i / (a i + b i)
```

The population is \(N[a,b]=\sum_i\rho_i w_i\). Since \(\rho_i\) includes the quadrature weight, it counts electrons, and assuming \(\rho_i\ge0\) also restricts the sign of the quadrature weights.

```lean
/-- The Hirshfeld population of the atom with proatom `a`: the density `ρ` summed over the grid
with the stockholder weight, for `a + b` nowhere zero. Quadrature weights are absorbed in `ρ`. -/
def hirshfeldPop {ι : Type*} [Fintype ι] (ρ a b : ι → ℝ) : ℝ :=
  ∑ i, ρ i * stockholderWeight a b i
```

The charge is \(Z-N[a,b]\), with \(Z\) the nuclear charge; the code allows any real \(Z\).

```lean
/-- The Hirshfeld charge: nuclear charge `Z` minus the Hirshfeld population, for `a + b`
nowhere zero. -/
def hirshfeldCharge {ι : Type*} [Fintype ι] (Z : ℝ) (ρ a b : ι → ℝ) : ℝ :=
  Z - hirshfeldPop ρ a b
```

The shared population \(S[a,b]=\sum_i\rho_i w_i(1-w_i)\) measures how much density lies where both atoms have a claim.

```lean
/-- The shared population: the density summed with the product of the weight of the atom and
the weight of the rest, for `a + b` nowhere zero. -/
def sharedPop {ι : Type*} [Fintype ι] (ρ a b : ι → ℝ) : ℝ :=
  ∑ i, ρ i * (stockholderWeight a b i * (1 - stockholderWeight a b i))
```

Write \(T=\sum_i\rho_i\), \(N(c)=N[ca,b]\) and \(S(c)=S[ca,b]\); in Lean the scaled proatom is `c • a`. The factor \(c\) multiplies the proatom's electron count and keeps its shape, while \(\rho\) and \(b\) stay fixed. In this one-parameter model on a finite grid, Hirshfeld charges computed from a given electronic density depend on the chosen proatom populations. Proatoms whose shape changes with their charge need a separate treatment.

All parts except (g) assume \(a_i,b_i>0\) everywhere; for (g) it is enough that the weights are defined, \(a_i+b_i\ne0\). Parts (b), (c), (h) and (i) also assume \(\rho_i\ge0\), with \(\rho_j>0\) for some \(j\) (`hρ` and `hρ'`).

## (a) Atom and rest share all the electrons

Show that
\[N[a,b]+N[b,a]=T.\]

At each point
\[\frac{a_i}{a_i+b_i}+\frac{b_i}{b_i+a_i}=1.\]
Multiply by \(\rho_i\) and sum. The code merges the two sums, then uses `div_self` at one point, where the denominator is positive.

```lean
variable {ι : Type*} [Fintype ι] {ρ a b : ι → ℝ}

/-- For positive proatoms, the populations of the atom and of the rest add up to the total
number of electrons. -/
theorem pop_add_pop_rest (ha : ∀ i, 0 < a i) (hb : ∀ i, 0 < b i) :
    hirshfeldPop ρ a b + hirshfeldPop ρ b a = ∑ i, ρ i := by
  simp only [hirshfeldPop, stockholderWeight]
  rw [← Finset.sum_add_distrib]
  refine Finset.sum_congr rfl fun i _ => ?_
  have h : a i + b i ≠ 0 := (add_pos (ha i) (hb i)).ne'
  rw [add_comm (b i) (a i), ← mul_add, ← add_div, div_self h, mul_one]
```

## (b) Neither side gets everything

Show that
\[0<N[a,b]<T.\]

Every term \(\rho_iw_i\) is nonnegative and the one at \(j\) is positive, so \(N[a,b]>0\). Exchanging the roles gives \(N[b,a]>0\), and (a) then gives \(N[a,b]=T-N[b,a]<T\). The local statement `key` covers any two positive proatoms and is applied once in each order. `Set.Ioo` denotes the open interval.

```lean
/-- For positive proatoms and a nonnegative density that is not identically zero, the Hirshfeld
population lies strictly between zero and the total number of electrons. -/
theorem pop_mem_Ioo (hρ : ∀ i, 0 ≤ ρ i) (hρ' : ∃ i, 0 < ρ i)
    (ha : ∀ i, 0 < a i) (hb : ∀ i, 0 < b i) :
    hirshfeldPop ρ a b ∈ Set.Ioo 0 (∑ i, ρ i) := by
  -- both the atom and the rest receive a positive population
  have key : ∀ u v : ι → ℝ, (∀ i, 0 < u i) → (∀ i, 0 < v i) → 0 < hirshfeldPop ρ u v := by
    intro u v hu hv
    have hw : ∀ i, 0 < stockholderWeight u v i := fun i =>
      div_pos (hu i) (add_pos (hu i) (hv i))
    obtain ⟨j, hj⟩ := hρ'
    exact Finset.sum_pos' (fun i _ => mul_nonneg (hρ i) (hw i).le)
      ⟨j, Finset.mem_univ j, mul_pos hj (hw j)⟩
  have h := pop_add_pop_rest (ρ := ρ) ha hb
  have h1 := key a b ha hb
  have h2 := key b a hb ha
  exact ⟨h1, by linarith⟩
```

## (c) A larger proatom takes more electrons

Show that
\[0<c<d\quad\Longrightarrow\quad N(c)<N(d).\]

The weights at one point differ by
\[\frac{da_i}{da_i+b_i}-\frac{ca_i}{ca_i+b_i}=\frac{(d-c)\,a_ib_i}{(da_i+b_i)(ca_i+b_i)}>0.\]
Multiplying by \(\rho_i\ge0\) keeps the order, and it stays strict at \(j\). If \(b\) were zero wherever \(\rho\) is positive, \(N(c)\) would equal \(T\) for every \(c\); some overlap of \(\rho\) with \(b\) is needed.

`StrictMonoOn` on `Set.Ioi 0` states this for positive factors. The code cross-multiplies and gives `nlinarith` the positive product \((d-c)a_ib_i\).

```lean
/-- For positive proatoms and a nonnegative density that is not identically zero, the Hirshfeld
population strictly increases with the positive factor `c` that scales the proatom. -/
theorem pop_strictMonoOn (hρ : ∀ i, 0 ≤ ρ i) (hρ' : ∃ i, 0 < ρ i)
    (ha : ∀ i, 0 < a i) (hb : ∀ i, 0 < b i) :
    StrictMonoOn (fun c : ℝ => hirshfeldPop ρ (c • a) b) (Set.Ioi 0) := by
  intro c hc d hd hcd
  have hc' : 0 < c := hc
  have hd' : 0 < d := hd
  -- the weight increases at every grid point
  have hw : ∀ i, stockholderWeight (c • a) b i < stockholderWeight (d • a) b i := by
    intro i
    have h1 := mul_pos hc' (ha i)
    have h2 := mul_pos hd' (ha i)
    simp only [stockholderWeight, Pi.smul_apply, smul_eq_mul]
    rw [div_lt_div_iff₀ (add_pos h1 (hb i)) (add_pos h2 (hb i))]
    nlinarith [mul_pos (mul_pos (sub_pos.2 hcd) (ha i)) (hb i)]
  obtain ⟨j, hj⟩ := hρ'
  exact Finset.sum_lt_sum (fun i _ => mul_le_mul_of_nonneg_left (hw i).le (hρ i))
    ⟨j, Finset.mem_univ j, mul_lt_mul_of_pos_left (hw j) hj⟩
```

## (d) A small proatom takes few electrons

For \(\rho_i\ge0\) and \(c>0\), show that
\[N(c)\le c\sum_i\rho_i\frac{a_i}{b_i}.\]

Dropping \(ca_i\) from the denominator gives \(ca_i/(ca_i+b_i)\le ca_i/b_i\). Multiply by \(\rho_i\) and sum. In the code, `h` is this pointwise inequality.

```lean
/-- For positive proatoms, a nonnegative density and `c > 0`, the population of the atom with the
scaled proatom `c • a` is at most `c` times the sum of `ρ a / b`. -/
theorem pop_scaled_le (hρ : ∀ i, 0 ≤ ρ i) (ha : ∀ i, 0 < a i) (hb : ∀ i, 0 < b i)
    {c : ℝ} (hc : 0 < c) :
    hirshfeldPop ρ (c • a) b ≤ c * ∑ i, ρ i * (a i / b i) := by
  simp only [hirshfeldPop, stockholderWeight, Pi.smul_apply, smul_eq_mul]
  rw [Finset.mul_sum]
  refine Finset.sum_le_sum fun i _ => ?_
  have h1 := mul_pos hc (ha i)
  have h : c * a i / (c * a i + b i) ≤ c * a i / b i := by
    rw [div_le_div_iff₀ (add_pos h1 (hb i)) (hb i)]
    nlinarith [mul_pos h1 h1]
  calc ρ i * (c * a i / (c * a i + b i)) ≤ ρ i * (c * a i / b i) :=
        mul_le_mul_of_nonneg_left h (hρ i)
    _ = c * (ρ i * (a i / b i)) := by ring
```

## (e) A large proatom leaves few electrons

Under the same assumptions, show that
\[N(c)\ge T-\frac1c\sum_i\rho_i\frac{b_i}{a_i}.\]

The weight satisfies
\[\frac{ca_i}{ca_i+b_i}=1-\frac{b_i}{ca_i+b_i}\ge1-\frac{b_i}{ca_i}.\]
Multiply by \(\rho_i\) and sum. The equality is `e2` and the estimate comes from `e3`.

```lean
/-- For positive proatoms, a nonnegative density and `c > 0`, the population of the atom with the
scaled proatom `c • a` falls short of the total number of electrons by at most the sum of `ρ b / a`,
divided by `c`. -/
theorem le_pop_scaled (hρ : ∀ i, 0 ≤ ρ i) (ha : ∀ i, 0 < a i) (hb : ∀ i, 0 < b i)
    {c : ℝ} (hc : 0 < c) :
    ∑ i, ρ i - (∑ i, ρ i * (b i / a i)) / c ≤ hirshfeldPop ρ (c • a) b := by
  simp only [hirshfeldPop, stockholderWeight, Pi.smul_apply, smul_eq_mul]
  rw [Finset.sum_div, ← Finset.sum_sub_distrib]
  refine Finset.sum_le_sum fun i _ => ?_
  have h1 := mul_pos hc (ha i)
  have h2 := add_pos h1 (hb i)
  have e1 : b i / a i / c = b i / (c * a i) := by rw [div_div, mul_comm (a i) c]
  have e2 : c * a i / (c * a i + b i) = 1 - b i / (c * a i + b i) :=
    eq_sub_of_add_eq (by rw [← add_div, div_self h2.ne'])
  have e3 : b i / (c * a i + b i) ≤ b i / (c * a i) := by
    rw [div_le_div_iff₀ h2 h1]
    nlinarith [mul_pos (hb i) (hb i)]
  calc ρ i - ρ i * (b i / a i) / c = ρ i * (1 - b i / a i / c) := by ring
    _ ≤ ρ i * (c * a i / (c * a i + b i)) :=
        mul_le_mul_of_nonneg_left (by rw [e1, e2]; linarith) (hρ i)
```

## (f) The sensitivity is the shared population

For \(c>0\), show that
\[\frac{dN}{dc}=\frac{S(c)}{c}.\]

The quotient rule gives
\[\frac{d}{dc}\frac{ca_i}{ca_i+b_i}=\frac{a_ib_i}{(ca_i+b_i)^2}=\frac1c\cdot\frac{ca_i}{ca_i+b_i}\cdot\frac{b_i}{ca_i+b_i}.\]
The last two factors are the scaled weight and its complement. Summing with \(\rho_i\) gives the claim, whatever the sign of \(\rho_i\). `HasDerivAt` says that the derivative exists and has this value; `num` simplifies the numerator and `e` identifies the complement.

```lean
/-- For positive proatoms and `c > 0`, the derivative of the Hirshfeld population with respect
to the scale factor `c` is the shared population divided by `c`. -/
theorem hasDerivAt_pop (ha : ∀ i, 0 < a i) (hb : ∀ i, 0 < b i) {c : ℝ} (hc : 0 < c) :
    HasDerivAt (fun x : ℝ => hirshfeldPop ρ (x • a) b) (sharedPop ρ (c • a) b / c) c := by
  simp only [hirshfeldPop, sharedPop, stockholderWeight, Pi.smul_apply, smul_eq_mul,
    Finset.sum_div]
  apply HasDerivAt.fun_sum
  intro i _
  have hden : c * a i + b i ≠ 0 := (add_pos (mul_pos hc (ha i)) (hb i)).ne'
  have hc0 : c ≠ 0 := hc.ne'
  have h1 : HasDerivAt (fun x : ℝ => x * a i) (a i) c := hasDerivAt_mul_const (a i)
  -- quotient rule at one grid point
  refine ((h1.fun_div (h1.add_const (b i)) hden).const_mul (ρ i)).congr_deriv ?_
  change ρ i * ((a i * (c * a i + b i) - c * a i * a i) / (c * a i + b i) ^ 2) =
    ρ i * (c * a i / (c * a i + b i) * (1 - c * a i / (c * a i + b i))) / c
  have num : a i * (c * a i + b i) - c * a i * a i = a i * b i := by ring
  -- the complementary weight belongs to the rest
  have e : 1 - c * a i / (c * a i + b i) = b i / (c * a i + b i) := by
    rw [eq_div_iff hden, sub_mul, div_mul_cancel₀ _ hden]
    ring
  have key : ∀ D : ℝ, ρ i * (a i * b i / D ^ 2) = ρ i * (c * a i / D * (b i / D)) / c := by
    intro D
    calc ρ i * (a i * b i / D ^ 2) = ρ i * (a i * b i / D ^ 2) * (c / c) := by
          rw [div_self hc0, mul_one]
      _ = ρ i * (c * a i / D * (b i / D)) / c := by ring
  rw [num, e]
  exact key _
```

## (g) At most a quarter is shared

For \(\rho_i\ge0\), show that
\[S[a,b]\le\frac T4.\]

Since \(\tfrac14-w_i(1-w_i)=(w_i-\tfrac12)^2\ge0\), the bound holds term by term. The code gives `nlinarith` this square multiplied by \(\rho_i\).

```lean
/-- For a nonnegative density, the shared population is at most a quarter of the total number of
electrons. -/
theorem sharedPop_le (hρ : ∀ i, 0 ≤ ρ i) : sharedPop ρ a b ≤ (∑ i, ρ i) / 4 := by
  rw [sharedPop, Finset.sum_div]
  refine Finset.sum_le_sum fun i _ => ?_
  nlinarith [mul_nonneg (hρ i) (sq_nonneg (stockholderWeight a b i - 1 / 2))]
```

Parts (f) and (g) have a neighbouring consequence, derived here by hand only. Because \(dN/d\ln c=S(c)\le T/4\), integration gives \(|N(d)-N(c)|\le\tfrac T4|\ln(d/c)|\). Doubling a proatom therefore moves at most \(\tfrac{\ln2}{4}\,T\) electrons.

## (h) The exact set of populations

Show that
\[\{N(c):c>0\}=(0,T).\]

Part (b), applied to \(ca\), puts every \(N(c)\) in the interval. Conversely, let \(0<n<T\), and set \(K=\sum_i\rho_ia_i/b_i\) and \(L=\sum_i\rho_ib_i/a_i\), both positive. With \(c_1=n/K\) and \(c_2=L/(T-n)\), parts (d) and (e) give
\[N(c_1)\le n\le N(c_2).\]
By (f), \(N\) is continuous on the positive axis, so the intermediate value theorem supplies a \(c>0\) with \(N(c)=n\).

In the code `''` forms the image of a set, and `low` and `high` are the two estimates.

```lean
/-- For positive proatoms and a nonnegative density that is not identically zero, the Hirshfeld
populations obtained by scaling one proatom with all `c > 0` are exactly the numbers strictly
between zero and the total number of electrons. -/
theorem range_pop (hρ : ∀ i, 0 ≤ ρ i) (hρ' : ∃ i, 0 < ρ i)
    (ha : ∀ i, 0 < a i) (hb : ∀ i, 0 < b i) :
    (fun c : ℝ => hirshfeldPop ρ (c • a) b) '' Set.Ioi 0 = Set.Ioo 0 (∑ i, ρ i) := by
  apply Set.Subset.antisymm
  · rintro _ ⟨c, hc, rfl⟩
    exact pop_mem_Ioo hρ hρ' (fun i => mul_pos (Set.mem_Ioi.1 hc) (ha i)) hb
  · rintro n ⟨hn, hnT⟩
    obtain ⟨j, hj⟩ := hρ'
    have hK : 0 < ∑ i, ρ i * (a i / b i) :=
      Finset.sum_pos' (fun i _ => mul_nonneg (hρ i) (div_pos (ha i) (hb i)).le)
        ⟨j, Finset.mem_univ j, mul_pos hj (div_pos (ha j) (hb j))⟩
    have hL : 0 < ∑ i, ρ i * (b i / a i) :=
      Finset.sum_pos' (fun i _ => mul_nonneg (hρ i) (div_pos (hb i) (ha i)).le)
        ⟨j, Finset.mem_univ j, mul_pos hj (div_pos (hb j) (ha j))⟩
    have hc1 := div_pos hn hK
    have hc2 := div_pos hL (sub_pos.2 hnT)
    -- one scale factor gives at most `n` electrons, another at least `n`
    have low := pop_scaled_le hρ ha hb hc1
    rw [div_mul_cancel₀ n hK.ne'] at low
    have high := le_pop_scaled hρ ha hb hc2
    rw [div_div_eq_mul_div, mul_div_cancel_left₀ _ hL.ne'] at high
    have hcont : ContinuousOn (fun c : ℝ => hirshfeldPop ρ (c • a) b) (Set.Ioi 0) :=
      fun c hc => (hasDerivAt_pop ha hb (Set.mem_Ioi.1 hc)).continuousAt.continuousWithinAt
    exact isPreconnected_Ioi.intermediate_value (Set.mem_Ioi.2 hc1) (Set.mem_Ioi.2 hc2) hcont
      ⟨low, by linarith⟩
```

## (i) One scale factor for each charge

For \(Z-T<q<Z\), show that
\[Z-N(c)=q\quad\text{for exactly one }c>0.\]

The required population \(n=Z-q\) lies in \((0,T)\), so (h) gives a suitable \(c\). Two different factors would give different populations by (c), so there is no second one. For a single grid point the factor is explicit:
\[c=\frac ba\,\frac{Z-q}{\rho-(Z-q)}.\]
The symbol `∃!` means "there is exactly one". The code takes \(c\) from `range_pop` and gets uniqueness from the injectivity of a strictly increasing function.

```lean
/-- For positive proatoms and a nonnegative density that is not identically zero, every charge
strictly between `Z` minus the total number of electrons and `Z` is the Hirshfeld charge for
exactly one positive scale factor of the proatom. -/
theorem existsUnique_scale_of_charge (hρ : ∀ i, 0 ≤ ρ i) (hρ' : ∃ i, 0 < ρ i)
    (ha : ∀ i, 0 < a i) (hb : ∀ i, 0 < b i) {Z q : ℝ}
    (hq : Z - ∑ i, ρ i < q) (hqZ : q < Z) :
    ∃! c : ℝ, 0 < c ∧ hirshfeldCharge Z ρ (c • a) b = q := by
  have hn : Z - q ∈ Set.Ioo 0 (∑ i, ρ i) := ⟨by linarith, by linarith⟩
  rw [← range_pop hρ hρ' ha hb] at hn
  obtain ⟨c, hc, h⟩ := hn
  have h1 : hirshfeldPop ρ (c • a) b = Z - q := h
  refine ⟨c, ⟨hc, by rw [hirshfeldCharge, h1]; ring⟩, ?_⟩
  rintro d ⟨hd, h2⟩
  rw [hirshfeldCharge] at h2
  have h3 : hirshfeldPop ρ (d • a) b = hirshfeldPop ρ (c • a) b := by linarith
  exact (pop_strictMonoOn hρ hρ' ha hb).injOn (Set.mem_Ioi.2 hd) hc h3

end

end HirshfeldProatomScaling
```

```lean
#print axioms HirshfeldProatomScaling.sharedPop_le
#print axioms HirshfeldProatomScaling.existsUnique_scale_of_charge
```

```
'HirshfeldProatomScaling.sharedPop_le' depends on axioms: [propext, Classical.choice, Quot.sound]
'HirshfeldProatomScaling.existsUnique_scale_of_charge' depends on axioms: [propext, Classical.choice, Quot.sound]
```
